# For a finite complex matrix X, the fourth-order Taylor polynomial of exp(hX) is accurate to O(h⁵)

For a fixed finite square complex matrix X, the theorem `exp_expands` says that exp(hX) differs from the sum of hᵏXᵏ/k! over k = 0, …, 4 by O(h⁵) as the complex step h tends to 0. In quantum mechanics, taking X = −iH/ħ and h a real time step makes exp(hX) the propagator of a time-independent Hamiltonian H on a finite-dimensional space, though the theorem does not require X to come from a Hamiltonian. The proof takes the remainder estimate for the exponential's power series at 0 and substitutes hX for its argument. It then has to bound ‖hX‖⁵ by ‖X‖⁵|h|⁵, and to identify the partial sum of the series with the stated polynomial.

This version doesn't compile in Lean 4 with Mathlib:

```lean
import Mathlib

open Asymptotics Filter Topology

namespace ExpExpands

noncomputable section

variable {R : Type*} [NormedRing R] [NormedAlgebra ℂ R]

/-- The polynomial of degree at most four in the step `h` with coefficients `c 0, ..., c 4`. -/
def taylor (c : ℕ → R) (h : ℂ) : R := ∑ k ∈ Finset.range 5, h ^ k • c k

/-- The step `f` has the coefficients `c 0, ..., c 4`, up to an error `O(h^5)` as `h → 0`. -/
def Expands (f : ℂ → R) (c : ℕ → R) : Prop :=
  (fun h => f h - taylor c h) =O[𝓝 0] (fun h : ℂ => h ^ 5)

/-- The coefficients `X^k / k!` of the exact propagator `exp(hX)`. -/
def expCoeff (X : R) (k : ℕ) : R := ((k.factorial : ℂ)⁻¹) • X ^ k

variable {n : Type*} [Fintype n] [DecidableEq n]

attribute [local instance] Matrix.linftyOpNormedRing Matrix.linftyOpNormedAlgebra

/-- The matrix exponential `exp(hX)` has the coefficients `X^k / k!`. -/
theorem exp_expands (X : Matrix n n ℂ) :
    Expands (fun h : ℂ => NormedSpace.exp (h • X)) (expCoeff X) := by
  have hp : HasFPowerSeriesAt (NormedSpace.exp : Matrix n n ℂ → Matrix n n ℂ)
      (NormedSpace.expSeries ℂ (Matrix n n ℂ)) 0 := NormedSpace.exp_hasFPowerSeriesAt_zero
  have ht : Tendsto (fun h : ℂ => h • X) (𝓝 0) (𝓝 0) := by
    have hc : Continuous (fun h : ℂ => h • X) := continuous_id.smul continuous_const
    simpa using hc.tendsto 0
  unfold Expands
  refine (((hp.isBigO_sub_partialSum_pow 5).comp_tendsto ht).trans ?_).congr_left fun h => ?_
  · refine IsBigO.of_bound (‖X‖ ^ 5) (Eventually.of_forall fun h => ?_)
    simp only [Function.comp_apply, norm_pow, norm_norm, norm_smul, mul_pow]
    exact le_of_eq (mul_comm (‖h‖ ^ 5) (‖X‖ ^ 5))
  · simp only [Function.comp_apply, zero_add, FormalMultilinearSeries.partialSum, taylor,
      expCoeff]
    congr 1
    refine Finset.sum_congr rfl fun k _ => ?_
    exact Eq.trans (NormedSpace.expSeries_apply_eq (𝕂 := ℂ) (h • X) k)
      (Eq.trans (congrArg (fun Y : Matrix n n ℂ => ((k.factorial : ℂ)⁻¹) • Y)
        (smul_pow h X k)) (smul_comm _ _ _))

end

end ExpExpands
```

The error:

```
Main.lean:37:19: error: Application type mismatch: The argument
  mul_comm (‖h‖ ^ 5) (‖X‖ ^ 5)
has type
  ‖h‖ ^ 5 * ‖X‖ ^ 5 = ‖X‖ ^ 5 * ‖h‖ ^ 5
but is expected to have type
  ‖‖h‖ ^ 5 * ‖X‖ ^ 5‖ = ‖X‖ ^ 5 * ‖h‖ ^ 5
in the application
  le_of_eq (mul_comm (‖h‖ ^ 5) (‖X‖ ^ 5))
Main.lean:36:46: warning: This simp argument is unused:
  norm_norm

Hint: Omit it from the simp argument list.
  [apply] simp only [Function.comp_apply, norm_pow, norm_smul, mul_pow]

Note: This linter can be disabled with `set_option linter.unusedSimpArgs false`
```

Diagnosis. The error is in the bound on ‖hX‖⁵. The left side of that goal is the norm of a real number, ‖‖h • X‖ ^ 5‖. `simp only` works on the inside first: `norm_smul` and `mul_pow` turn the inner power into `‖h‖ ^ 5 * ‖X‖ ^ 5`. The outer norm now encloses a product, which neither `norm_pow` nor `norm_norm` matches, so it stays. `mul_comm` proves the equality without that outer norm, hence the type mismatch.

The warning that `norm_norm` is unused has the same origin: the simplifier never reaches a norm directly enclosing another norm.

The repair adds `norm_mul`, which splits the outer norm over the product. Then `norm_pow` moves each norm inside its fifth power and `norm_norm` removes the doubled norms. What remains on the left is `‖h‖ ^ 5 * ‖X‖ ^ 5`, and the unchanged `mul_comm` line closes the goal.

The change, after which it compiles:

```diff
@@ -34,5 +34,5 @@
   refine (((hp.isBigO_sub_partialSum_pow 5).comp_tendsto ht).trans ?_).congr_left fun h => ?_
   · refine IsBigO.of_bound (‖X‖ ^ 5) (Eventually.of_forall fun h => ?_)
-    simp only [Function.comp_apply, norm_pow, norm_norm, norm_smul, mul_pow]
+    simp only [Function.comp_apply, norm_pow, norm_norm, norm_smul, norm_mul, mul_pow]
     exact le_of_eq (mul_comm (‖h‖ ^ 5) (‖X‖ ^ 5))
   · simp only [Function.comp_apply, zero_add, FormalMultilinearSeries.partialSum, taylor,
```
